# The Koolen–Moulton bound on graph energy for $n\ge1$ vertices and $m$ edges with $2m\ge n$

To ask how much π-electron energy a conjugated molecule can gain from its bonds, we represent the molecule by a finite simple graph: each atom that contributes a p orbital to the π system is a vertex, and each bond between two such atoms is one edge. Hydrogen atoms are left out. All vertices share one site energy $\alpha$, and all bonded neighbours share one hopping amplitude $\beta$. This is the non-interacting Hückel model, with Hamiltonian $\alpha\mathbb 1+\beta A$ and levels $\alpha+\beta\lambda_i$, where $A$ is the adjacency matrix and $\lambda_i$ are its eigenvalues.

The bounded quantity is $E=\sum_i|\lambda_i|$. For a bipartite graph with $n$ electrons in the ground state, at most two per level, $|\beta|E$ is the π-electron energy gained relative to $n$ isolated sites. The Lean code contains no electrons or filling, so this identification is a separate physical step.

```lean
import Mathlib

open Matrix

namespace KoolenMoulton

variable {V : Type*} [Fintype V] [DecidableEq V] (G : SimpleGraph V) [DecidableRel G.Adj]

omit [Fintype V] [DecidableEq V] in
/-- The real adjacency matrix of a simple graph is Hermitian. -/
theorem adj_hermitian : (G.adjMatrix ℝ).IsHermitian :=
  Matrix.IsHermitian.ext fun i j => by
    simp [SimpleGraph.adjMatrix_apply, G.adj_comm i j]
```

`V` is the set of vertices, `Fintype.card V` is their number $n$, and `G` is the graph. The matrix `G.adjMatrix ℝ` is $A$, with $A_{ij}=1$ for neighbours and $0$ otherwise. In the Lean theorems here, any hypotheses stand in brackets after the name, the conclusion follows the next colon outside brackets, and the proof follows `:=`. This one says that $A$ is Hermitian, which for a real matrix means symmetric.

```lean
/-- The levels of the graph: the eigenvalues of its adjacency matrix, with multiplicity. -/
noncomputable def level (i : V) : ℝ := (adj_hermitian G).eigenvalues i
```

`level G i` is $\lambda_i$. The vertices serve here only as $n$ labels: the shared index does not mean that level $i$ is localised on vertex $i$.

```lean
/-- The graph energy: the sum of the absolute values of all levels. -/
noncomputable def energy : ℝ := ∑ i, |level G i|
```

`energy G` is $E$, a dimensionless number.

```lean
/-- An orthogonal matrix of eigenvectors brings the adjacency matrix to diagonal form,
with the levels on the diagonal. -/
theorem diagonalisation : ∃ U : Matrix V V ℝ,
    Uᵀ * U = 1 ∧ G.adjMatrix ℝ * U = U * Matrix.diagonal (level G) := by
  let b := (adj_hermitian G).eigenvectorBasis
  refine ⟨Matrix.of fun i j => (b j).ofLp i, ?_, ?_⟩
  · ext i j
    have h := orthonormal_iff_ite.mp b.orthonormal i j
    rw [PiLp.inner_apply] at h
    simp only [Matrix.mul_apply, Matrix.transpose_apply, Matrix.of_apply, Matrix.one_apply]
    rw [← h]
    refine Finset.sum_congr rfl fun k _ => ?_
    simp [mul_comm]
  · ext i j
    have h := congrFun ((adj_hermitian G).mulVec_eigenvectorBasis j) i
    rw [Matrix.mul_diagonal]
    calc _ = (G.adjMatrix ℝ *ᵥ (b j).ofLp) i := rfl
      _ = level G j * (b j).ofLp i := h
      _ = _ := mul_comm _ _
```

There is a real matrix $U$, with orthonormal eigenvectors as columns, such that
$$U^TU=\mathbb 1,\qquad AU=U\Lambda,\qquad \Lambda=\mathrm{diag}(\lambda_i).$$
The two bullets of the proof check these equations entry by entry, from orthonormality and from the eigenvalue equation.

```lean
omit [DecidableEq V] in
/-- The entries of the adjacency matrix sum to twice the number of edges. -/
theorem sum_adj : ∑ i, ∑ j, G.adjMatrix ℝ i j = 2 * (G.edgeFinset.card : ℝ) := by
  have row : ∀ i, ∑ j, G.adjMatrix ℝ i j = (G.degree i : ℝ) := by
    intro i
    simp only [SimpleGraph.adjMatrix_apply, Finset.sum_boole]
    rw [← G.card_neighborFinset_eq_degree, G.neighborFinset_eq_filter]
  rw [Finset.sum_congr rfl fun i _ => row i]
  exact_mod_cast G.sum_degrees_eq_twice_card_edges
```

`G.edgeFinset.card` is $m$. Row $i$ of $A$ sums to the degree of vertex $i$, which is the step `row`. Summing the degrees counts every edge at both ends, giving $2m$.

```lean
/-- Second spectral moment: the squared levels sum to twice the number of edges. -/
theorem sum_sq_level : ∑ i, level G i ^ 2 = 2 * (G.edgeFinset.card : ℝ) := by
  obtain ⟨U, hU, hAU⟩ := diagonalisation G
  have hU' : U * Uᵀ = 1 := mul_eq_one_comm.mp hU
  rw [← sum_adj G]
  -- a closed walk of two steps goes along an edge and back
  have hwalk : (G.adjMatrix ℝ * G.adjMatrix ℝ).trace = ∑ i, ∑ j, G.adjMatrix ℝ i j := by
    simp only [Matrix.trace, Matrix.diag_apply, Matrix.mul_apply]
    refine Finset.sum_congr rfl fun i _ => Finset.sum_congr rfl fun j _ => ?_
    by_cases h : G.Adj i j <;> simp [SimpleGraph.adjMatrix_apply, G.adj_comm j i, h]
  rw [← hwalk]
  symm
  calc (G.adjMatrix ℝ * G.adjMatrix ℝ).trace
      = (G.adjMatrix ℝ * G.adjMatrix ℝ * (U * Uᵀ)).trace := by rw [hU', mul_one]
    _ = (Uᵀ * (G.adjMatrix ℝ * (G.adjMatrix ℝ * U))).trace := by
        rw [← Matrix.mul_assoc, Matrix.trace_mul_comm,
          Matrix.mul_assoc (G.adjMatrix ℝ) (G.adjMatrix ℝ) U]
    _ = (Matrix.diagonal (level G) * Matrix.diagonal (level G)).trace := by
        rw [hAU, ← Matrix.mul_assoc (G.adjMatrix ℝ) U, hAU, Matrix.mul_assoc U,
          ← Matrix.mul_assoc Uᵀ, hU, one_mul]
    _ = ∑ i, level G i ^ 2 := by
        rw [Matrix.diagonal_mul_diagonal, Matrix.trace_diagonal]
        exact Finset.sum_congr rfl fun i _ => (sq _).symm
```

Since the entries of $A$ are $0$ or $1$ and $A$ is symmetric,
$$\sum_i\lambda_i^2=\operatorname{tr}\Lambda^2=\operatorname{tr}A^2=\sum_{i,j}A_{ij}A_{ji}=\sum_{i,j}A_{ij}=2m.$$
`hwalk` proves the equality of $\operatorname{tr}A^2$ with the sum of entries. The `calc` block uses cyclicity of the trace to pass to $\Lambda^2$.

```lean
/-- Variational principle with the uniform vector: on a nonempty graph some level is at least
the mean degree `2m/n`. -/
theorem exists_level_ge [Nonempty V] :
    ∃ i, 2 * (G.edgeFinset.card : ℝ) / Fintype.card V ≤ level G i := by
  obtain ⟨U, hU, hAU⟩ := diagonalisation G
  have hU' : U * Uᵀ = 1 := mul_eq_one_comm.mp hU
  -- c holds the components of the uniform vector along the eigenvectors
  obtain ⟨c, hc⟩ : ∃ c, c = Uᵀ *ᵥ (1 : V → ℝ) := ⟨_, rfl⟩
  have hUc : U *ᵥ c = 1 := by rw [hc, Matrix.mulVec_mulVec, hU', Matrix.one_mulVec]
  have key : ∀ w, c ⬝ᵥ (Uᵀ *ᵥ w) = 1 ⬝ᵥ w := by
    intro w
    rw [Matrix.dotProduct_mulVec, Matrix.vecMul_transpose, hUc]
  have hD : Uᵀ *ᵥ (G.adjMatrix ℝ *ᵥ 1) = Matrix.diagonal (level G) *ᵥ c := by
    rw [← hUc, Matrix.mulVec_mulVec, Matrix.mulVec_mulVec, Matrix.mul_assoc, hAU,
      ← Matrix.mul_assoc, hU, one_mul]
  have h1 := key 1
  have h2 := key (G.adjMatrix ℝ *ᵥ 1)
  rw [← hc] at h1
  rw [hD] at h2
  simp only [dotProduct, Matrix.mulVec_diagonal] at h2
  simp only [Matrix.mulVec, dotProduct, Pi.one_apply, one_mul, mul_one] at h2
  rw [sum_adj] at h2
  have h3 : ∑ i, c i * c i = (Fintype.card V : ℝ) := by simpa [dotProduct] using h1
  obtain ⟨k, hk⟩ := Finite.exists_max (level G)
  refine ⟨k, ?_⟩
  rw [div_le_iff₀ (by exact_mod_cast Fintype.card_pos), ← h2, ← h3, Finset.mul_sum]
  refine Finset.sum_le_sum fun i _ => ?_
  nlinarith [mul_le_mul_of_nonneg_right (hk i) (mul_self_nonneg (c i))]
```

`[Nonempty V]` means $n\ge1$. The trial vector $\mathbf 1$ has all entries one and squared norm $n$; its normalised expectation value of $A$ is $2m/n$, the mean degree. With $c=U^T\mathbf 1$,
$$\sum_i c_i^2=n,\qquad \sum_i\lambda_ic_i^2=\mathbf 1^TA\mathbf 1=2m.$$
These are `h3` and `h2`. If $\lambda_k$ is the largest level, then $2m\le\lambda_k n$, so $\lambda_k\ge 2m/n$.

```lean
/-- Separating any one level and applying the Cauchy-Schwarz inequality to the others bounds
the energy in terms of that level, `n` and `m`. -/
theorem energy_le_split (i : V) : energy G ≤ |level G i| +
    √(((Fintype.card V : ℝ) - 1) * (2 * (G.edgeFinset.card : ℝ) - level G i ^ 2)) := by
  have hcard : ((Finset.univ.erase i).card : ℝ) = (Fintype.card V : ℝ) - 1 := by
    rw [Finset.card_erase_of_mem (Finset.mem_univ i), Finset.card_univ,
      Nat.cast_pred (Fintype.card_pos_iff.mpr ⟨i⟩)]
  have hE := Finset.add_sum_erase Finset.univ (fun j => |level G j|) (Finset.mem_univ i)
  have hQ := Finset.add_sum_erase Finset.univ (fun j => level G j ^ 2) (Finset.mem_univ i)
  have hCS := sq_sum_le_card_mul_sum_sq (s := Finset.univ.erase i) (f := fun j => |level G j|)
  simp only [sq_abs] at hCS
  simp only [sum_sq_level] at hQ
  rw [hcard, eq_sub_of_add_eq' hQ] at hCS
  unfold energy
  rw [← hE]
  have := (le_abs_self _).trans (Real.abs_le_sqrt hCS)
  exact add_le_add le_rfl this
```

Set any one level $i$ aside. Cauchy–Schwarz for the other $n-1$ levels gives
$$\sum_{j\ne i}|\lambda_j|\le\sqrt{(n-1)\sum_{j\ne i}\lambda_j^2}=\sqrt{(n-1)(2m-\lambda_i^2)}.$$
Adding $|\lambda_i|$ gives the claim. `Finset.univ.erase i` is the set of remaining labels, `hCS` is the Cauchy–Schwarz step, and `hQ` supplies the second moment.

```lean
/-- For `n ≥ 1`, `0 ≤ a ≤ x`, `S ≤ n a²` and `x² ≤ S`, the function `x + √((n-1)(S-x²))` is
no larger at `x` than at `a`. -/
theorem split_bound_antitone {n S a x : ℝ} (hn : 1 ≤ n) (ha : 0 ≤ a) (hax : a ≤ x)
    (hS : S ≤ n * a ^ 2) (hx : x ^ 2 ≤ S) :
    x + √((n - 1) * (S - x ^ 2)) ≤ a + √((n - 1) * (S - a ^ 2)) := by
  have hsq : a ^ 2 ≤ x ^ 2 := pow_le_pow_left₀ ha hax 2
  have hn0 : 0 ≤ n - 1 := by linarith
  rcases hn.eq_or_lt with h1 | h1
  · have hxa : x ≤ a := by
      rw [← h1] at hS
      by_contra h
      nlinarith
    rw [le_antisymm hxa hax]
  have bound : ∀ y, 0 ≤ y → S ≤ n * y ^ 2 → √((n - 1) * (S - y ^ 2)) ≤ (n - 1) * y := by
    intro y hy hSy
    refine Real.sqrt_le_iff.mpr ⟨mul_nonneg hn0 hy, ?_⟩
    have h : S - y ^ 2 ≤ (n - 1) * y ^ 2 := by linarith
    nlinarith [mul_le_mul_of_nonneg_left h hn0]
  have hv := bound a ha hS
  have hu := bound x (ha.trans hax) (hS.trans (by gcongr))
  have hu2 := Real.sq_sqrt (mul_nonneg hn0 (sub_nonneg.mpr hx))
  have hv2 := Real.sq_sqrt (mul_nonneg hn0 (sub_nonneg.mpr (hsq.trans hx)))
  have huv : √((n - 1) * (S - x ^ 2)) ≤ √((n - 1) * (S - a ^ 2)) :=
    Real.sqrt_le_sqrt (by gcongr)
  generalize √((n - 1) * (S - x ^ 2)) = u at *
  generalize √((n - 1) * (S - a ^ 2)) = v at *
  -- compare v² - u² = (n-1)(x² - a²) with v + u ≤ (n-1)(x + a)
  by_contra h
  have hlt : v - u < x - a := by linarith
  have hpos : 0 < (n - 1) * (x + a) := mul_pos (by linarith) (by linarith)
  have e1 : (v - u) * (v + u) ≤ (v - u) * ((n - 1) * (x + a)) :=
    mul_le_mul_of_nonneg_left (by linarith) (by linarith)
  have e2 := mul_lt_mul_of_pos_right hlt hpos
  nlinarith
```

Here $n,S,a,x$ are real numbers. Write $u=\sqrt{(n-1)(S-x^2)}$ and $v=\sqrt{(n-1)(S-a^2)}$; the claim is $x+u\le a+v$.

If $n=1$, then $x^2\le S\le a^2$ forces $x=a$. If $n>1$, the condition $S\le na^2$ gives $v\le(n-1)a$, and likewise $u\le(n-1)x$. Moreover $v\ge u$ and $v^2-u^2=(n-1)(x^2-a^2)$. Suppose $v-u<x-a$. Then $x+a>0$ and
$$v^2-u^2\le(v-u)(n-1)(x+a)<(n-1)(x^2-a^2),$$
a contradiction. The two inequalities are `e1` and `e2`.

Without $S\le na^2$ the other conditions do not suffice: for $n=2$, $S=1$, $a=0$, $x=1/\sqrt2$, the left side is $\sqrt2$ and the right side is $1$.

```lean
/-- **Koolen-Moulton bound**: a simple graph with `n ≥ 1` vertices and `m` edges, `2m ≥ n`,
has energy at most `2m/n + √((n-1)(2m - (2m/n)²))`. -/
theorem koolen_moulton [Nonempty V] (h : Fintype.card V ≤ 2 * G.edgeFinset.card) :
    energy G ≤ 2 * (G.edgeFinset.card : ℝ) / Fintype.card V +
      √(((Fintype.card V : ℝ) - 1) * (2 * (G.edgeFinset.card : ℝ) -
        (2 * (G.edgeFinset.card : ℝ) / Fintype.card V) ^ 2)) := by
  obtain ⟨i, hi⟩ := exists_level_ge G
  have hn : (1 : ℝ) ≤ Fintype.card V := by
    exact_mod_cast Nat.succ_le_of_lt (Fintype.card_pos (α := V))
  have hm : (Fintype.card V : ℝ) ≤ 2 * (G.edgeFinset.card : ℝ) := by exact_mod_cast h
  have ha : 1 ≤ 2 * (G.edgeFinset.card : ℝ) / Fintype.card V := by
    rw [le_div_iff₀ (by linarith)]
    linarith
  have hx : level G i ^ 2 ≤ 2 * (G.edgeFinset.card : ℝ) := by
    rw [← sum_sq_level G]
    exact Finset.single_le_sum (f := fun j => level G j ^ 2)
      (fun j _ => sq_nonneg _) (Finset.mem_univ i)
  have hs := energy_le_split G i
  rw [abs_of_nonneg (by linarith)] at hs
  refine hs.trans (split_bound_antitone hn (by linarith) hi ?_ hx)
  -- here 2m ≥ n enters: the mean degree is at least one
  have e : (Fintype.card V : ℝ) * (2 * (G.edgeFinset.card : ℝ) / Fintype.card V) ^ 2 =
      2 * (G.edgeFinset.card : ℝ) * (2 * (G.edgeFinset.card : ℝ) / Fintype.card V) := by
    field_simp
  rw [e]
  exact le_mul_of_one_le_right (by linarith) ha
```

The hypothesis `h` is $n\le2m$, and the conclusion is
$$E\le\frac{2m}{n}+\sqrt{(n-1)\left(2m-\left(\frac{2m}{n}\right)^2\right)}.$$
Take a level $\lambda_i\ge a=2m/n$. It is positive, and $\lambda_i^2\le2m$ because it is one term of the second moment. Since $a\ge1$, we have $na^2=2ma\ge2m$. The previous lemma with $S=2m$ and $x=\lambda_i$ therefore replaces $\lambda_i$ by $a$ in the split bound.

The condition $2m\ge n$ serves this argument; graphs with $2m<n$ are not counter-examples. A separate argument, not formalised here, handles them: at most $2m$ vertices carry edges, so at most $2m$ levels are nonzero and $E\le2m$, which is then no larger than the right-hand side.

```lean
/-- Sharpness: the complete graph on at least two vertices attains the Koolen-Moulton bound. -/
theorem complete_graph_attains [Nontrivial V] :
    energy (⊤ : SimpleGraph V) =
      2 * ((⊤ : SimpleGraph V).edgeFinset.card : ℝ) / Fintype.card V +
      √(((Fintype.card V : ℝ) - 1) * (2 * ((⊤ : SimpleGraph V).edgeFinset.card : ℝ) -
        (2 * ((⊤ : SimpleGraph V).edgeFinset.card : ℝ) / Fintype.card V) ^ 2)) := by
  have hn : (2 : ℝ) ≤ Fintype.card V := by
    exact_mod_cast Nat.succ_le_of_lt (Fintype.one_lt_card (α := V))
  have hm : 2 * ((⊤ : SimpleGraph V).edgeFinset.card : ℝ) =
      Fintype.card V * ((Fintype.card V : ℝ) - 1) := by
    rw [SimpleGraph.card_edgeFinset_top_eq_card_choose_two, Nat.cast_choose_two]
    ring
  have hle : (Fintype.card V : ℝ) ≤ 2 * ((⊤ : SimpleGraph V).edgeFinset.card : ℝ) := by
    rw [hm]
    nlinarith
  refine le_antisymm (koolen_moulton ⊤ (by exact_mod_cast hle)) ?_
  obtain ⟨i, hi⟩ := exists_level_ge (⊤ : SimpleGraph V)
  have hd : (Fintype.card V : ℝ) * ((Fintype.card V : ℝ) - 1) / Fintype.card V =
      (Fintype.card V : ℝ) - 1 := mul_div_cancel_left₀ _ (by linarith)
  rw [hm, hd] at hi
  rw [hm, hd, show ((Fintype.card V : ℝ) - 1) * (Fintype.card V * ((Fintype.card V : ℝ) - 1) -
    ((Fintype.card V : ℝ) - 1) ^ 2) = ((Fintype.card V : ℝ) - 1) ^ 2 by ring,
    Real.sqrt_sq (by linarith)]
  -- the trace vanishes, so the other levels balance the top one
  have htr : ∑ j, level (⊤ : SimpleGraph V) j = 0 := by
    have h := (adj_hermitian (⊤ : SimpleGraph V)).trace_eq_sum_eigenvalues
    have h0 : ((⊤ : SimpleGraph V).adjMatrix ℝ).trace = 0 := by simp [Matrix.trace]
    rw [h0] at h
    exact h.symm
  have hT := Finset.add_sum_erase Finset.univ (level (⊤ : SimpleGraph V)) (Finset.mem_univ i)
  have hE := Finset.add_sum_erase Finset.univ (fun j => |level (⊤ : SimpleGraph V) j|)
    (Finset.mem_univ i)
  have habs := Finset.abs_sum_le_sum_abs (level (⊤ : SimpleGraph V)) (Finset.univ.erase i)
  have hneg := neg_le_abs (∑ j ∈ Finset.univ.erase i, level (⊤ : SimpleGraph V) j)
  have hself := le_abs_self (level (⊤ : SimpleGraph V) i)
  unfold energy
  linarith
```

`⊤` is the complete graph, and `[Nontrivial V]` means $n\ge2$. Now $2m=n(n-1)$, so the bound equals $2(n-1)$. Some level satisfies $\lambda_i\ge n-1$. The trace of $A$ vanishes (`htr`), so the other levels sum to $-\lambda_i$ and $E\ge2\lambda_i\ge2(n-1)$. This exhibits one family with equality; it does not classify all such graphs. For $n\ge3$ the complete graph is not bipartite, and $|\beta|E=2(n-1)|\beta|$ is not its π-electron energy gain: $n$ electrons in the ground state gain only $n|\beta|$.

```lean
/-- Whatever its number of edges, a simple graph on `n ≥ 1` vertices has energy at most
`n(1 + √n)/2`. -/
theorem energy_le_of_card [Nonempty V] :
    energy G ≤ (Fintype.card V : ℝ) * (1 + √(Fintype.card V : ℝ)) / 2 := by
  have hn : (1 : ℝ) ≤ Fintype.card V := by
    exact_mod_cast Nat.succ_le_of_lt (Fintype.card_pos (α := V))
  have hr : √(Fintype.card V : ℝ) ^ 2 = Fintype.card V := Real.sq_sqrt (by linarith)
  have hr0 := Real.sqrt_nonneg (Fintype.card V : ℝ)
  rcases le_total (Fintype.card V) (2 * G.edgeFinset.card) with h | h
  · have hmain := koolen_moulton G h
    obtain ⟨i, hi⟩ := exists_level_ge G
    have hx : level G i ^ 2 ≤ 2 * (G.edgeFinset.card : ℝ) := by
      rw [← sum_sq_level G]
      exact Finset.single_le_sum (f := fun j => level G j ^ 2)
        (fun j _ => sq_nonneg _) (Finset.mem_univ i)
    have ha : 0 ≤ 2 * (G.edgeFinset.card : ℝ) / Fintype.card V := by positivity
    have hSa : 2 * (G.edgeFinset.card : ℝ) =
        2 * (G.edgeFinset.card : ℝ) / Fintype.card V * Fintype.card V :=
      (div_mul_cancel₀ _ (by linarith)).symm
    have hQ := (pow_le_pow_left₀ ha hi 2).trans hx
    rw [Real.sqrt_mul (by linarith)] at hmain
    have hs := Real.sq_sqrt (sub_nonneg.mpr hn)
    have hq := Real.sq_sqrt (sub_nonneg.mpr hQ)
    generalize 2 * (G.edgeFinset.card : ℝ) / Fintype.card V = a at *
    generalize 2 * (G.edgeFinset.card : ℝ) = S at *
    generalize √(S - a ^ 2) = q at *
    generalize √((Fintype.card V : ℝ) - 1) = s at *
    generalize √(Fintype.card V : ℝ) = r at *
    generalize (Fintype.card V : ℝ) = n at *
    -- Cauchy-Schwarz in the plane for (1, s) and (a - n/2, q)
    have e : (n * r / 2) ^ 2 - (a - n / 2 + s * q) ^ 2 = (s * (a - n / 2) - q) ^ 2 := by
      linear_combination n ^ 2 / 4 * hr - ((a - n / 2) ^ 2 + q ^ 2) * hs - n * hq - n * hSa
    have hnr : 0 ≤ n * r / 2 := by
      have := mul_nonneg (by linarith : 0 ≤ n) hr0
      linarith
    have hb : a - n / 2 + s * q ≤ n * r / 2 := by
      by_contra hc
      nlinarith [sq_nonneg (s * (a - n / 2) - q)]
    linarith
  · -- with few edges the second moment alone suffices
    have hm : 2 * (G.edgeFinset.card : ℝ) ≤ Fintype.card V := by exact_mod_cast h
    have hCS := sq_sum_le_card_mul_sum_sq (s := Finset.univ) (f := fun j => |level G j|)
    simp only [sq_abs, sum_sq_level, Finset.card_univ] at hCS
    have hE : energy G ≤ Fintype.card V := by
      unfold energy
      by_contra hc
      nlinarith
    have hr1 : 1 ≤ √(Fintype.card V : ℝ) := by
      by_contra hc
      nlinarith
    nlinarith

end KoolenMoulton
```

For every $m$, $E\le n(1+\sqrt n)/2$. If $2m\ge n$, put $a=2m/n$, $s=\sqrt{n-1}$ and $q=\sqrt{2m-a^2}$, so that $E\le a+sq$. Cauchy–Schwarz in the plane gives
$$\left(a-\tfrac n2+sq\right)^2\le n\left[\left(a-\tfrac n2\right)^2+q^2\right]=\frac{n^3}{4},$$
and the claim follows. The identity `e` expresses the gap between the two sides as a square. If $2m\le n$, the second moment gives $E^2\le2mn\le n^2$, hence $E\le n\le n(1+\sqrt n)/2$.

```lean
#print axioms KoolenMoulton.koolen_moulton
#print axioms KoolenMoulton.complete_graph_attains
#print axioms KoolenMoulton.energy_le_of_card
```

```
'KoolenMoulton.koolen_moulton' depends on axioms: [propext, Classical.choice, Quot.sound]
'KoolenMoulton.complete_graph_attains' depends on axioms: [propext, Classical.choice, Quot.sound]
'KoolenMoulton.energy_le_of_card' depends on axioms: [propext, Classical.choice, Quot.sound]
```
